# The sum of N pairwise commuting complex matrices with square −1 has eigenvalues only among i(N−2j), 0 ≤ j ≤ N

## Why do I find 0 and −4, but never −2?

To sort the open-shell determinants of a heavy atom by how they respond when spinors are exchanged with their Kramers partners, I replace one-electron time reversal by a linear operator $J$. In a fixed basis of Kramers pairs it sends $\varphi_p$ to $\varphi_{\bar p}$ and $\varphi_{\bar p}$ to $-\varphi_p$, so $J^2=-1$. For $N$ electrons I add the copies, $K=J_0+\dots+J_{N-1}$, where $J_a$ acts on electron $a$.

With two electrons in different pairs, the determinant $|pq\rangle$ has $\langle K^2\rangle=-2$. Yet when I diagonalise $K^2$ I only get $0$ and $-4$. Is $-2$ forbidden, and what is allowed for general $N$?

## Two sectors per electron, evenly spaced values

It is forbidden. Every eigenvalue of $K^2$ is $-k^2$ with an integer $0\le k\le N$ of the same parity as $N$. Your $-2$ is an average over two levels. Only two properties of your operators matter: the $J_a$ commute pairwise, because they act on different electrons, and each squares to $-1$, the sign that time reversal has for spin one-half.

**Derivation.** Write $\mathrm i$ for the imaginary unit and set
$$p_N(x)=\prod_{j=0}^{N}\bigl(x-\mathrm i(N-2j)\bigr).$$
We show $p_N(K)=0$ by induction. For $N=0$, $K=0$ and $p_0(x)=x$. For $N+1$ electrons write $K=A+J$, with $J=J_N$ the last operator and $A$ the sum of the others, so $p_N(A)=0$. Shifting the argument gives
$$p_{N+1}(x+\mathrm i)=p_N(x)\,\bigl(x+\mathrm i(N+2)\bigr),\qquad p_{N+1}(x-\mathrm i)=p_N(x)\,\bigl(x-\mathrm i(N+2)\bigr),$$
so $p_{N+1}(A+c)=0$ for $c=\pm\mathrm i$. Since $c^2=-1$,
$$J(J+c)=-1+cJ=c(J+c),$$
and therefore $(A+J)(J+c)=(A+c)(J+c)$. As $A+J$ and $A+c$ commute, the same holds for all powers, hence for polynomials:
$$p_{N+1}(K)(J+c)=p_{N+1}(A+c)(J+c)=0.$$
Subtracting the case $c=-\mathrm i$ from the case $c=\mathrm i$ leaves $2\mathrm i\,p_{N+1}(K)=0$.

If $Kv=\mu v$ with $v\neq0$, then $0=p_N(K)v=p_N(\mu)v$, so $\mu=\mathrm i(N-2j)$ for some $j$. If instead $K^2v=\lambda v$, choose $\mu$ with $\mu^2=\lambda$ and put $w=Kv+\mu v$. Either $w=0$ and $Kv=-\mu v$, or $w\ne0$ and $Kw=\mu^2v+\mu Kv=\mu w$. In both cases $\lambda=-(N-2j)^2$, so $k=|N-2j|$. For odd $N$ this is never zero, and $K$ has no non-zero null vector.

All levels occur in a simple model. Give each electron a two-valued label on which $J_a$ is $-\mathrm i$ or $\mathrm i$. A state with $j$ labels of the first kind has $K=-\mathrm ij+\mathrm i(N-j)=\mathrm i(N-2j)$.

**The statements in words.** In `kramers_product` the operators `J i` (my $J_a$) are elements of any ring `R` that is a complex algebra, indexed by `Fin N`, that is, from $0$ to $N-1$. The hypotheses `hcomm` and `hsq` are the two properties above. The conclusion is that the ordered product of the $N+1$ factors is zero; `c • (1 : R)` is the number $c$ times the identity.

The eigenvalue theorems `eigenvalue_K`, `eigenvalue_K_sq` and `odd_kernel_trivial` take finite complex matrices, with `*ᵥ` for matrix times vector. No Hermiticity or normalisation is assumed. `levels_attained` concerns the label model `labelJ` alone; in your antisymmetric space some levels may be missing, as for two electrons filling one pair, where only $K=0$ remains.

The operator `kramersK` is a sum, whereas many-electron time reversal is a product, and the letter $K$ often denotes complex conjugation elsewhere. The step left to you is the one from antilinear time reversal to your linear $J$, which depends on the phases chosen for the basis pairs. No Hamiltonian enters either, so the result for odd $N$ is not Kramers' degeneracy of energy levels.

```lean
import Mathlib

open Polynomial Complex
open scoped Matrix

namespace KramersLadder

noncomputable section

variable {R : Type*} [Ring R] [Algebra ℂ R]
variable {n : Type*} [Fintype n] [DecidableEq n]

/-- The sum `K` of a finite family of ring elements `J i`. -/
def kramersK {R : Type*} [Ring R] {N : ℕ} (J : Fin N → R) : R := ∑ i, J i

/-- The polynomial with the `N + 1` simple roots `i(N - 2j)`, `j = 0, …, N`. -/
def ladderPoly (N : ℕ) : ℂ[X] :=
  ∏ j ∈ Finset.range (N + 1), (X - C (I * ((N : ℂ) - 2 * (j : ℂ))))

lemma factor_comp {a b c : ℂ} (h : a - c = b) :
    (X - C a).comp (X + C c) = X - C b := by
  subst h
  simp only [sub_comp, X_comp, C_comp, C_sub]
  ring

/-- Shifting the argument by `i` turns `ladderPoly (N + 1)` into `ladderPoly N` times one further
linear factor. -/
theorem ladder_shift_up (N : ℕ) : (ladderPoly (N + 1)).comp (X + C I) =
    ladderPoly N * (X - C (I * ((N : ℂ) - 2 * ((N : ℂ) + 1)))) := by
  unfold ladderPoly
  rw [Polynomial.prod_comp, Finset.prod_range_succ]
  refine congrArg₂ (· * ·) (Finset.prod_congr rfl fun j _ => ?_) ?_
  · exact factor_comp (by push_cast; ring)
  · exact factor_comp (by push_cast; ring)

/-- Shifting the argument by `-i` turns `ladderPoly (N + 1)` into `ladderPoly N` times one further
linear factor. -/
theorem ladder_shift_down (N : ℕ) : (ladderPoly (N + 1)).comp (X + C (-I)) =
    ladderPoly N * (X - C (I * ((N : ℂ) + 2))) := by
  unfold ladderPoly
  rw [Polynomial.prod_comp, Finset.prod_range_succ']
  refine congrArg₂ (· * ·) (Finset.prod_congr rfl fun j _ => ?_) ?_
  · exact factor_comp (by push_cast; ring)
  · exact factor_comp (by push_cast; ring)

lemma aeval_transfer {B B' E : R} (hc : Commute B B') (h : B * E = B' * E) (p : ℂ[X]) :
    aeval B p * E = aeval B' p * E := by
  have hpow : ∀ m : ℕ, B ^ m * E = B' ^ m * E := by
    intro m
    induction m with
    | zero => simp
    | succ m ih =>
      calc B ^ (m + 1) * E = B * (B ^ m * E) := by rw [pow_succ', mul_assoc]
        _ = B * (B' ^ m * E) := by rw [ih]
        _ = B' ^ m * (B * E) := by rw [← mul_assoc, (hc.pow_right m).eq, mul_assoc]
        _ = B' ^ (m + 1) * E := by rw [h, ← mul_assoc, ← pow_succ]
  induction p using Polynomial.induction_on' with
  | add p q hp hq => rw [map_add, map_add, add_mul, add_mul, hp, hq]
  | monomial m a => rw [aeval_monomial, aeval_monomial, mul_assoc, mul_assoc, hpow m]

/-- Let `J` commute with `A`, `J² = -1` and `c² = -1`. If a polynomial `p` satisfies `p(A + c) = 0`,
then `p(A + J) * (J + c) = 0`. -/
theorem sector_vanishes {A J : R} (hAJ : Commute A J) (hJ : J * J = -1) {c : ℂ}
    (hc : c * c = -1) (p : ℂ[X]) (h : aeval A (p.comp (X + C c)) = 0) :
    aeval (A + J) p * (J + c • (1 : R)) = 0 := by
  rw [aeval_comp, map_add, aeval_X, aeval_C, Algebra.algebraMap_eq_smul_one] at h
  -- multiplying `J + c` on the left by `J` is the same as multiplying it by the number `c`
  have hE : J * (J + c • (1 : R)) = (c • (1 : R)) * (J + c • (1 : R)) := by
    rw [mul_add, hJ, smul_mul_assoc, one_mul, smul_add, smul_smul, hc, mul_smul_comm,
      mul_one, neg_smul, one_smul, add_comm]
  have hcomm : Commute (A + J) (A + c • (1 : R)) :=
    ((Commute.refl A).add_left hAJ.symm).add_right ((Commute.one_right _).smul_right c)
  rw [aeval_transfer hcomm (by rw [add_mul, add_mul, hE]) p, h, zero_mul]

lemma eq_zero_of_sectors {P J : R} (h1 : P * (J + I • (1 : R)) = 0)
    (h2 : P * (J + (-I) • (1 : R)) = 0) : P = 0 := by
  have h3 : (2 * I) • P = 0 := by
    calc (2 * I) • P = P * (J + I • (1 : R)) - P * (J + (-I) • (1 : R)) := by
          simp only [mul_add, mul_smul_comm, mul_one]
          module
      _ = 0 := by rw [h1, h2, sub_zero]
  have h2I : (2 * I : ℂ) ≠ 0 := mul_ne_zero two_ne_zero I_ne_zero
  rw [← inv_smul_smul₀ h2I P, h3, smul_zero]

lemma aeval_ladder {N : ℕ} (J : Fin N → R) (hcomm : ∀ i k, Commute (J i) (J k))
    (hsq : ∀ i, J i * J i = -1) : aeval (kramersK J) (ladderPoly N) = 0 := by
  induction N with
  | zero => simp [ladderPoly, kramersK]
  | succ N ih =>
    have hK : kramersK J = kramersK (fun i : Fin N => J i.castSucc) + J (Fin.last N) :=
      Fin.sum_univ_castSucc J
    have hA : Commute (kramersK (fun i : Fin N => J i.castSucc)) (J (Fin.last N)) :=
      Commute.sum_left _ _ _ (fun i _ => hcomm _ _)
    have ih' := ih (fun i : Fin N => J i.castSucc) (fun i k => hcomm _ _) (fun i => hsq _)
    rw [hK]
    -- it is enough that the product with `J + i` and the product with `J - i` vanish, `J` the last operator
    refine eq_zero_of_sectors (J := J (Fin.last N))
      (sector_vanishes hA (hsq _) I_mul_I _ ?_)
      (sector_vanishes hA (hsq _) (by rw [neg_mul_neg, I_mul_I]) _ ?_)
    · rw [ladder_shift_up, map_mul, ih', zero_mul]
    · rw [ladder_shift_down, map_mul, ih', zero_mul]

lemma aeval_prod_eq (K : R) (c : ℕ → ℂ) (m : ℕ) :
    aeval K (∏ j ∈ Finset.range m, (X - C (c j))) =
      ((List.range m).map fun j => K - c j • (1 : R)).prod := by
  induction m with
  | zero => simp
  | succ m ih =>
    rw [Finset.prod_range_succ, map_mul, ih, List.range_succ, List.map_append, List.prod_append]
    simp [Algebra.algebraMap_eq_smul_one]

/-- For pairwise commuting `J i` with `(J i)² = -1` and sum `K`, the product of the factors
`K - i(N - 2j)` over `j = 0, …, N` vanishes. -/
theorem kramers_product {N : ℕ} (J : Fin N → R) (hcomm : ∀ i k, Commute (J i) (J k))
    (hsq : ∀ i, J i * J i = -1) :
    ((List.range (N + 1)).map fun j : ℕ =>
      kramersK J - (I * ((N : ℂ) - 2 * (j : ℂ))) • (1 : R)).prod = 0 := by
  rw [← aeval_prod_eq (kramersK J) (fun j : ℕ => I * ((N : ℂ) - 2 * (j : ℂ)))]
  exact aeval_ladder J hcomm hsq

lemma aeval_mulVec {K : Matrix n n ℂ} {v : n → ℂ} {μ : ℂ} (h : K *ᵥ v = μ • v) (p : ℂ[X]) :
    aeval K p *ᵥ v = p.eval μ • v := by
  have hpow : ∀ m : ℕ, K ^ m *ᵥ v = μ ^ m • v := by
    intro m
    induction m with
    | zero => simp
    | succ m ih =>
      rw [pow_succ, ← Matrix.mulVec_mulVec, h, Matrix.mulVec_smul, ih, smul_smul, ← pow_succ']
  induction p using Polynomial.induction_on' with
  | add p q hp hq => rw [map_add, Matrix.add_mulVec, hp, hq, eval_add, add_smul]
  | monomial m a =>
    rw [aeval_monomial, eval_monomial, Algebra.algebraMap_eq_smul_one, smul_mul_assoc, one_mul,
      Matrix.smul_mulVec, hpow m, smul_smul]

/-- For pairwise commuting matrices `J i` with `(J i)² = -1`, every eigenvalue of their sum `K`
is `i(N - 2j)` for some `j` between `0` and `N`. -/
theorem eigenvalue_K {N : ℕ} (J : Fin N → Matrix n n ℂ) (hcomm : ∀ i k, Commute (J i) (J k))
    (hsq : ∀ i, J i * J i = -1) {v : n → ℂ} (hv : v ≠ 0) {μ : ℂ}
    (h : kramersK J *ᵥ v = μ • v) : ∃ j : ℕ, j ≤ N ∧ μ = I * ((N : ℂ) - 2 * (j : ℂ)) := by
  have h0 := aeval_mulVec h (ladderPoly N)
  rw [aeval_ladder J hcomm hsq, Matrix.zero_mulVec] at h0
  have h1 : (ladderPoly N).eval μ = 0 := (smul_eq_zero.mp h0.symm).resolve_right hv
  rw [ladderPoly, eval_prod, Finset.prod_eq_zero_iff] at h1
  obtain ⟨j, hj, hz⟩ := h1
  rw [eval_sub, eval_X, eval_C] at hz
  exact ⟨j, Nat.lt_succ_iff.mp (Finset.mem_range.mp hj), sub_eq_zero.mp hz⟩

/-- For pairwise commuting matrices `J i` with `(J i)² = -1` and sum `K`, every eigenvalue of
`K²` is `-k²` with an integer `0 ≤ k ≤ N` of the same parity as `N`. -/
theorem eigenvalue_K_sq {N : ℕ} (J : Fin N → Matrix n n ℂ)
    (hcomm : ∀ i k, Commute (J i) (J k)) (hsq : ∀ i, J i * J i = -1) {v : n → ℂ} (hv : v ≠ 0)
    {lam : ℂ} (h : (kramersK J * kramersK J) *ᵥ v = lam • v) :
    ∃ k : ℕ, k ≤ N ∧ k % 2 = N % 2 ∧ lam = -(k : ℂ) ^ 2 := by
  obtain ⟨μ, hμ⟩ := IsAlgClosed.exists_pow_nat_eq lam (n := 2) two_pos
  -- `μ` or `-μ` is an eigenvalue of `K`
  have key : ∃ j : ℕ, j ≤ N ∧ lam = -((N : ℂ) - 2 * (j : ℂ)) ^ 2 := by
    by_cases hw : kramersK J *ᵥ v + μ • v = 0
    · have h1 : kramersK J *ᵥ v = (-μ) • v := by
        rw [neg_smul]
        exact eq_neg_of_add_eq_zero_left hw
      obtain ⟨j, hj, e⟩ := eigenvalue_K J hcomm hsq hv h1
      refine ⟨j, hj, ?_⟩
      rw [← hμ, ← neg_sq, e]
      linear_combination ((N : ℂ) - 2 * (j : ℂ)) ^ 2 * I_sq
    · have h1 : kramersK J *ᵥ (kramersK J *ᵥ v + μ • v) =
          μ • (kramersK J *ᵥ v + μ • v) := by
        rw [Matrix.mulVec_add, Matrix.mulVec_mulVec, h, Matrix.mulVec_smul, ← hμ]
        module
      obtain ⟨j, hj, e⟩ := eigenvalue_K J hcomm hsq hw h1
      refine ⟨j, hj, ?_⟩
      rw [← hμ, e]
      linear_combination ((N : ℂ) - 2 * (j : ℂ)) ^ 2 * I_sq
  obtain ⟨j, hj, hlam⟩ := key
  rcases le_total (2 * j) N with hle | hle
  · obtain ⟨k, hk⟩ := Nat.exists_eq_add_of_le hle
    have hN : (N : ℂ) = 2 * (j : ℂ) + (k : ℂ) := by exact_mod_cast hk
    exact ⟨k, by omega, by omega, by rw [hlam, hN]; ring⟩
  · obtain ⟨k, hk⟩ := Nat.exists_eq_add_of_le hle
    have hN : 2 * (j : ℂ) = (N : ℂ) + (k : ℂ) := by exact_mod_cast hk
    exact ⟨k, by omega, by omega, by rw [hlam, hN]; ring⟩

/-- For an odd number of pairwise commuting matrices `J i` with `(J i)² = -1`, the sum `K`
annihilates no non-zero vector. -/
theorem odd_kernel_trivial {N : ℕ} (hN : Odd N) (J : Fin N → Matrix n n ℂ)
    (hcomm : ∀ i k, Commute (J i) (J k)) (hsq : ∀ i, J i * J i = -1) {v : n → ℂ}
    (h : kramersK J *ᵥ v = 0) : v = 0 := by
  by_contra hv
  obtain ⟨j, _, e⟩ := eigenvalue_K J hcomm hsq hv (μ := 0) (by rw [h, zero_smul])
  have h1 : (N : ℂ) - 2 * (j : ℂ) = 0 := (mul_eq_zero.mp e.symm).resolve_left I_ne_zero
  have h2 : N = 2 * j := by exact_mod_cast sub_eq_zero.mp h1
  obtain ⟨m, hm⟩ := hN
  omega

/-- On `N` two-valued labels, the diagonal matrix with entry `-i` where label `i` is true
and `i` where it is false. -/
def labelJ (N : ℕ) (i : Fin N) : Matrix (Fin N → Bool) (Fin N → Bool) ℂ :=
  Matrix.diagonal fun s => if s i = true then -I else I

/-- The matrices `labelJ N i` commute pairwise and square to `-1`. -/
theorem labelJ_witness (N : ℕ) : (∀ i k, Commute (labelJ N i) (labelJ N k)) ∧
    ∀ i, labelJ N i * labelJ N i = -1 := by
  constructor
  · intro i k
    change labelJ N i * labelJ N k = labelJ N k * labelJ N i
    simp only [labelJ, Matrix.diagonal_mul_diagonal, mul_comm]
  · intro i
    rw [labelJ, Matrix.diagonal_mul_diagonal]
    ext a b
    by_cases hab : a = b
    · subst hab
      by_cases ha : a i = true <;> simp [ha]
    · simp [hab]

lemma level_sum (j m : ℕ) : ∑ i ∈ Finset.range (j + m), (if i < j then -I else I) =
    I * (((j + m : ℕ) : ℂ) - 2 * (j : ℂ)) := by
  induction m with
  | zero =>
    have h : ∑ i ∈ Finset.range j, (if i < j then -I else I) = ∑ _i ∈ Finset.range j, (-I) :=
      Finset.sum_congr rfl fun i hi => if_pos (Finset.mem_range.mp hi)
    rw [add_zero, h, Finset.sum_const, Finset.card_range, nsmul_eq_mul]
    ring
  | succ m ih =>
    rw [← add_assoc, Finset.sum_range_succ, ih, if_neg (by omega)]
    push_cast
    ring

/-- For the matrices `labelJ N i`, each value `i(N - 2j)` with `0 ≤ j ≤ N` is an eigenvalue
of the sum `K`. -/
theorem levels_attained {N j : ℕ} (hj : j ≤ N) : ∃ v : (Fin N → Bool) → ℂ, v ≠ 0 ∧
    kramersK (labelJ N) *ᵥ v = (I * ((N : ℂ) - 2 * (j : ℂ))) • v := by
  obtain ⟨m, rfl⟩ := Nat.exists_eq_add_of_le hj
  -- choose the labelling in which exactly the first `j` labels are true
  obtain ⟨s, hs⟩ : ∃ s : Fin (j + m) → Bool, ∑ i, (if s i = true then -I else I) =
      I * (((j + m : ℕ) : ℂ) - 2 * (j : ℂ)) := by
    refine ⟨fun i => decide (i.val < j), Eq.trans (Finset.sum_congr rfl fun i _ => ?_)
      ((Fin.sum_univ_eq_sum_range (fun i => if i < j then -I else I) (j + m)).trans
        (level_sum j m))⟩
    by_cases h : i.val < j <;> simp [h]
  have hK : kramersK (labelJ (j + m)) =
      Matrix.diagonal fun t => ∑ i, (if t i = true then -I else I) := by
    ext a b
    by_cases hab : a = b
    · subst hab
      simp [kramersK, labelJ, Matrix.sum_apply]
    · simp [kramersK, labelJ, Matrix.sum_apply, hab]
  refine ⟨Pi.single s 1, fun h => ?_, ?_⟩
  · have h1 := congrFun h s
    simp at h1
  · ext t
    rw [hK, Matrix.mulVec_diagonal, Pi.smul_apply, smul_eq_mul]
    rcases eq_or_ne t s with h | h
    · rw [h, hs]
    · rw [Pi.single_eq_of_ne h, mul_zero, mul_zero]

end

end KramersLadder
```

```lean
#print axioms KramersLadder.kramers_product
#print axioms KramersLadder.eigenvalue_K_sq
#print axioms KramersLadder.odd_kernel_trivial
#print axioms KramersLadder.levels_attained
```

```
'KramersLadder.kramers_product' depends on axioms: [propext, Classical.choice, Quot.sound]
'KramersLadder.eigenvalue_K_sq' depends on axioms: [propext, Classical.choice, Quot.sound]
'KramersLadder.odd_kernel_trivial' depends on axioms: [propext, Classical.choice, Quot.sound]
'KramersLadder.levels_attained' depends on axioms: [propext, Classical.choice, Quot.sound]
```

**The proof in Lean.** `ladder_shift_up` and `ladder_shift_down` are the two shift identities; they split off the last and the first factor of the product respectively. `aeval_transfer` passes from $BE=B'E$ to polynomials in commuting $B$ and $B'$, first for powers and then by linearity. `sector_vanishes` applies it with $E=J+c$, and `eq_zero_of_sectors` does the subtraction. `aeval_ladder` is the induction, with `Fin.sum_univ_castSucc` separating the last electron. `aeval_prod_eq` rewrites the polynomial at $K$ as the explicit product.

For eigenvectors, `aeval_mulVec` replaces $p(K)v$ by $p(\mu)v$, and `eigenvalue_K` picks the vanishing factor. `eigenvalue_K_sq` takes a complex square root of $\lambda$ and splits on whether $w=0$; a second split, on $2j\le N$ or $N\le 2j$, produces $k=|N-2j|$, and `omega` settles its bound and parity. `labelJ_witness` checks the hypotheses for the label model, and `level_sum` adds the entries when the first $j$ labels are true.

**Your two-electron case.** Here $K^2=-2+2J_0J_1$, so
$$K^2|pq\rangle=-2|pq\rangle+2|\bar p\bar q\rangle .$$
The combinations $(|pq\rangle\pm|\bar p\bar q\rangle)/\sqrt2$ have $K^2=0$ for the plus sign and $-4$ for the minus sign, and the determinant contains both with equal weight. The product identity reads $K(K^2+4)=0$, so $(K^2+4)/4$ projects onto $K^2=0$:
$$\tfrac14(K^2+4)|pq\rangle=\tfrac12\bigl(|pq\rangle+|\bar p\bar q\rangle\bigr).$$
In a four-component configuration-interaction calculation this builds two-electron combinations of determinants with a definite $K^2$, for the linear $J$ fixed by the basis. They are not symmetry-adapted states in general: with spin–orbit coupling the Hamiltonian need not commute with $K^2$, so its eigenstates can mix the two levels.

**Without the hypotheses.** If the operators don't commute, the values can leave the list. With Pauli matrices, $J_0=\mathrm i\sigma_x$ and $J_1=\mathrm i\sigma_y$ both square to $-1$, but $K^2=-(\sigma_x+\sigma_y)^2=-2$, the very value excluded above. If the squares are unrestricted, $N=1$ with $J_0=1$ already gives $K^2=1$ instead of $-1$.
